# No real function satisfies y′ ≤ −k² − y² without a pole on a closed interval of length π/k or more (k > 0)

A particle of energy \(E\) moves in a one-dimensional or radial potential \(V\), and its real wavefunction \(u\) obeys

\[
u''=-q\,u,\qquad q(x)=\frac{2m}{\hbar^2}\,\bigl(E-V(x)\bigr),
\]

where \(m\) is the mass. In the radial case \(u\) is \(r\) times the radial wavefunction, \(x\) is the radius \(r\), and \(V\) includes the centrifugal term. Matching at a boundary needs only the log derivative \(y=u'/u\), in which the normalisation cancels, so one may integrate \(y\) directly. Where \(u\neq0\), the quotient rule gives

\[
y'=\frac{u''}{u}-\Bigl(\frac{u'}{u}\Bigr)^2=-q-y^2 .
\]

This Riccati equation replaces a second-order equation by a first-order one, but \(y\) diverges wherever \(u\) has a node. How far can the integration run through an allowed region before that happens?

Suppose that \(q\ge k^2\) there, with \(k>0\). Then \(y'\le-k^2-y^2\), and the angle \(\theta=\arctan(y/k)\) satisfies

\[
\theta'=\frac{y'/k}{1+y^2/k^2}=\frac{k\,y'}{k^2+y^2}\le-k .
\]

Thus \(\theta+kx\) never increases, and between the ends \(a\le b\) of the region

\[
k(b-a)\le\theta(a)-\theta(b)<\pi ,
\]

because both angles lie strictly between \(-\pi/2\) and \(\pi/2\). A pole-free run is therefore shorter than \(\pi/k\), half the wavelength that belongs to \(k\).

The limit applies when the Riccati equation for a single real function is integrated directly as a differential equation; coupled channels, where \(y\) becomes a matrix, are not treated here. The theorems concern functions of a continuous variable. A program advances on a grid, and its finite steps may jump across a pole without registering it; that passage from function to grid is left to numerical analysis.

Each hypothesis is examined below, with an example of what happens without it. Except for the tangent solution on short intervals, these examples are checked by substitution and carry no Lean proof.

## A real log derivative, regular up to both ends

```lean
import Mathlib

open Set Filter Topology

namespace LogDerivativePoles

noncomputable section

/-- The function `y` is continuous on `[a, b]`, differentiable inside, and satisfies the
Riccati inequality `y' ≤ -k² - y²` at every interior point. -/
def PoleFreeRiccati (k a b : ℝ) (y : ℝ → ℝ) : Prop :=
  ContinuousOn y (Icc a b) ∧
    ∀ x ∈ Ioo a b, DifferentiableAt ℝ y x ∧ deriv y x ≤ -k ^ 2 - y x ^ 2
```

`PoleFreeRiccati k a b y` says that `y` is continuous on the closed interval `Icc a b`, and that at each point of the open interval `Ioo a b` it is differentiable and obeys the inequality. Despite the name, it requires an inequality and not the Riccati equation, which leaves room for a varying \(q\ge k^2\). Nothing is asked of `y` outside the interval.

The type `ℝ → ℝ` makes the log derivative real, as it is for a bound state or a standing wave. The derivation uses this when it takes a real arctangent confined to a range of width \(\pi\). A travelling wave \(e^{ikx}\) has the constant log derivative \(y=ik\), which solves \(y'=-k^2-y^2\) on the whole line and never meets a pole.

Regularity is the physical condition that the integration has not yet reached a node. The derivation uses differentiability for the rate of \(\theta\), and continuity to carry the estimate to the ends. To see what happens without them, take the standing wave \(\cos(k(x-c))\) centred at \(c\).

```lean
/-- The log derivative `-k tan (k (x - c))` of the wave `cos (k (x - c))`, meant for points
where this cosine is nonzero. -/
def cosineLogDeriv (k c x : ℝ) : ℝ := -k * Real.tan (k * (x - c))
```

Its log derivative is \(-k\tan(k(x-c))\). On an interval of length exactly \(\pi/k\) centred at \(c\), this function obeys the inequality throughout the interior and diverges at both ends, so without continuity at the ends the result fails at the threshold length. If all conditions are waived at one interior point, the same function can continue through a pole there, and longer intervals become possible.

## A wavenumber bounded below by k > 0

The number \(k\) is a lower bound on the local wavenumber \(\sqrt q\), a postulate about how far \(E\) lies above \(V\) throughout the region. By hand it enters as the rate at which the angle must fall.

```lean
/-- For `k > 0` and `a ≤ b`, the angle `arctan (y / k)` of a pole-free solution of the Riccati
inequality falls by at least `k (b - a)` across `[a, b]`. -/
theorem angle_drop {k a b : ℝ} {y : ℝ → ℝ} (hk : 0 < k) (hab : a ≤ b)
    (hy : PoleFreeRiccati k a b y) :
    k * (b - a) ≤ Real.arctan (y a / k) - Real.arctan (y b / k) := by
  obtain ⟨hc, hd⟩ := hy
  have hF : ∀ x ∈ Ioo a b, HasDerivAt (fun t => Real.arctan (y t / k) + k * t)
      (1 / (1 + (y x / k) ^ 2) * (deriv y x / k) + k * 1) x := fun x hx =>
    (((hd x hx).1.hasDerivAt.div_const k).arctan).fun_add ((hasDerivAt_id' x).const_mul k)
  -- the angle plus `k x` never increases
  have hanti : AntitoneOn (fun t => Real.arctan (y t / k) + k * t) (Icc a b) := by
    apply antitoneOn_of_deriv_nonpos (convex_Icc a b)
    · exact (Real.continuous_arctan.comp_continuousOn (hc.div_const k)).add
        (continuous_const.mul continuous_id).continuousOn
    · intro x hx
      rw [interior_Icc] at hx
      exact (hF x hx).differentiableAt.differentiableWithinAt
    · intro x hx
      rw [interior_Icc] at hx
      rw [(hF x hx).deriv]
      have hu : y x / k * k = y x := div_mul_cancel₀ _ hk.ne'
      have h1 : deriv y x / k ≤ -k * (1 + (y x / k) ^ 2) := by
        rw [div_le_iff₀ hk]
        have e : -k * (1 + (y x / k) ^ 2) * k = -k ^ 2 - (y x / k * k) ^ 2 := by ring
        rw [e, hu]
        exact (hd x hx).2
      have h2 : 1 / (1 + (y x / k) ^ 2) * (deriv y x / k) ≤ -k := by
        rw [one_div, inv_mul_eq_div, div_le_iff₀ (by positivity)]
        exact h1
      linarith
  have h : Real.arctan (y b / k) + k * b ≤ Real.arctan (y a / k) + k * a :=
    hanti (left_mem_Icc.2 hab) (right_mem_Icc.2 hab) hab
  linarith
```

The theorem `angle_drop` is the estimate \(k(b-a)\le\theta(a)-\theta(b)\). The proof follows the function \(\theta+kx\), whose derivative is computed in `hF`. The step `h1` divides the Riccati inequality by \(k\), where positivity preserves its direction, and `h2` divides by \(1+(y/k)^2\) to reach \(\theta'\le-k\). The lemma `antitoneOn_of_deriv_nonpos` then turns a nonpositive derivative inside, together with continuity on the closed interval, into a function that never increases. Comparing its values at \(a\) and \(b\) gives the drop. No integral of \(y'\) is taken, so \(y'\) need not be continuous.

At \(k=0\) there is no longer a limit on the length of a pole-free run: \(y=1/x\), the log derivative of \(u=x\), satisfies \(y'=-y^2\) on every interval \([a,b]\) with \(a>0\), however long. A negative \(k\) would bring no new physics, since the inequality contains only \(k^2\); the positive sign makes \(\pi/k\) a length.

## An interval at least half a wavelength long

The condition \(b-a\ge\pi/k\) says that the allowed region holds at least half a wavelength of the slowest oscillation that the bound permits. By hand it is used in the last line, where a fall of at least \(\pi\) contradicts the range of the arctangent.

```lean
/-- For `k > 0` and `b - a ≥ π / k`, no real function is continuous on the closed interval `[a, b]`
and satisfies the Riccati inequality `y' ≤ -k² - y²` at every interior point. -/
theorem no_pole_free_riccati {k a b : ℝ} (hk : 0 < k) (hab : Real.pi / k ≤ b - a) :
    ¬ ∃ y : ℝ → ℝ, PoleFreeRiccati k a b y := by
  rintro ⟨y, hy⟩
  have hpos : 0 < Real.pi / k := div_pos Real.pi_pos hk
  have hlen : Real.pi ≤ (b - a) * k := (div_le_iff₀ hk).1 hab
  have hdrop := angle_drop hk (by linarith) hy
  -- an arctangent can only fall by strictly less than `π`
  have h1 := Real.arctan_lt_pi_div_two (y a / k)
  have h2 := Real.neg_pi_div_two_lt_arctan (y b / k)
  linarith
```

In `no_pole_free_riccati` the length hypothesis becomes `hlen`, that is \(\pi\le(b-a)k\). The angle drop is then at least \(\pi\), while `h1` and `h2` give the strict bounds on the two arctangents. These strict bounds include the threshold length itself among the impossible cases.

On shorter intervals the standing wave supplies a solution. With \(y=-k\tan(k(x-c))\),

\[
y'=-\frac{k^2}{\cos^2(k(x-c))}=-k^2\bigl(1+\tan^2(k(x-c))\bigr)=-k^2-y^2 ,
\]

wherever the cosine is nonzero.

```lean
/-- Wherever `cos (k (x - c))` is nonzero, its log derivative satisfies the Riccati equation
`y' = -k² - y²`. -/
theorem cosineLogDeriv_riccati {k c x : ℝ} (h : Real.cos (k * (x - c)) ≠ 0) :
    HasDerivAt (cosineLogDeriv k c) (-k ^ 2 - cosineLogDeriv k c x ^ 2) x := by
  have h1 : HasDerivAt (fun t => k * (t - c)) k x := by
    simpa using ((hasDerivAt_id' x).sub_const c).const_mul k
  have h2 : HasDerivAt (cosineLogDeriv k c)
      (-k * (1 / Real.cos (k * (x - c)) ^ 2 * k)) x :=
    ((Real.hasDerivAt_tan h).comp x h1).const_mul (-k)
  refine h2.congr_deriv ?_
  rw [← Real.inv_one_add_tan_sq h, one_div, inv_inv]
  unfold cosineLogDeriv
  ring
```

The proof of `cosineLogDeriv_riccati` applies the chain rule and then the same trigonometric identity. Choosing \(c=(a+b)/2\) gives \(|k(x-c)|\le k(b-a)/2<\pi/2\) for every \(x\) in an interval shorter than \(\pi/k\), so the cosine is positive there.

```lean
/-- For `k > 0`, the Riccati inequality has a pole-free solution on `[a, b]` exactly when
`b - a < π / k`. -/
theorem exists_pole_free_iff {k a b : ℝ} (hk : 0 < k) :
    (∃ y : ℝ → ℝ, PoleFreeRiccati k a b y) ↔ b - a < Real.pi / k := by
  constructor
  · intro h
    by_contra hlen
    exact no_pole_free_riccati hk (not_lt.1 hlen) h
  · intro h
    have hlen : (b - a) * k < Real.pi := (lt_div_iff₀ hk).1 h
    -- centre the cosine on the interval, so that its nodes lie outside
    have hd : ∀ x ∈ Icc a b, HasDerivAt (cosineLogDeriv k ((a + b) / 2))
        (-k ^ 2 - cosineLogDeriv k ((a + b) / 2) x ^ 2) x := by
      intro x hx
      have hl := mul_nonneg hk.le (sub_nonneg.2 hx.1)
      have hr := mul_nonneg hk.le (sub_nonneg.2 hx.2)
      exact cosineLogDeriv_riccati
        (Real.cos_pos_of_mem_Ioo ⟨by nlinarith, by nlinarith⟩).ne'
    refine ⟨cosineLogDeriv k ((a + b) / 2),
      fun x hx => (hd x hx).continuousAt.continuousWithinAt, fun x hx => ?_⟩
    have hx' := hd x (Ioo_subset_Icc_self hx)
    exact ⟨hx'.differentiableAt, hx'.deriv.le⟩
```

Thus `exists_pole_free_iff` states that, for \(k>0\), a pole-free function exists exactly when \(b-a<\pi/k\). One direction is the previous impossibility theorem; the other uses the centred tangent, with `nlinarith` placing its argument between \(-\pi/2\) and \(\pi/2\). The statement also admits \(a=b\) and \(b<a\), where the interval is a point or empty and any function qualifies.

The equivalence concerns the existence of some function. A particular integration, started from a given \(y(a)\), may meet its pole much earlier.

## The wave equation with q ≥ k²

For an actual wavefunction, the hypotheses are stated for \(u\) and its slope \(p\), which is \(u'\) and not the momentum:

\[
u'=p,\qquad p'=-q\,u,\qquad q\ge k^2 .
\]

They appear as `hu`, `hp` and `hq`. By hand, the two equations give \((p/u)'=-q-(p/u)^2\) wherever \(u\ne0\), and the bound on \(q\) turns this into the Riccati inequality. If \(u\) had no node in \([a,b]\), then \(p/u\) would be a pole-free function on an interval too long to allow one. So there is a node.

```lean
/-- For `k > 0`, a real solution of `u'' = -q u`, with slope `p = u'` and `q ≥ k²` on `[a, b]`, has
a node in `[a, b]` if the interval has length at least `π / k`. -/
theorem exists_node {k a b : ℝ} {u p q : ℝ → ℝ} (hk : 0 < k)
    (hab : Real.pi / k ≤ b - a)
    (hu : ∀ x ∈ Icc a b, HasDerivAt u (p x) x)
    (hp : ∀ x ∈ Icc a b, HasDerivAt p (-q x * u x) x)
    (hq : ∀ x ∈ Icc a b, k ^ 2 ≤ q x) :
    ∃ x ∈ Icc a b, u x = 0 := by
  by_contra hno
  have hne : ∀ x ∈ Icc a b, u x ≠ 0 := fun x hx h0 => hno ⟨x, hx, h0⟩
  -- without a node, `p / u` would be a pole-free Riccati solution
  have hd : ∀ x ∈ Icc a b,
      HasDerivAt (fun t => p t / u t) (-q x - (p x / u x) ^ 2) x := by
    intro x hx
    refine ((hp x hx).fun_div (hu x hx) (hne x hx)).congr_deriv ?_
    have hr : p x / u x * u x = p x := div_mul_cancel₀ _ (hne x hx)
    rw [div_eq_iff (pow_ne_zero 2 (hne x hx))]
    linear_combination (p x / u x * u x + p x) * hr
  refine no_pole_free_riccati hk hab ⟨fun t => p t / u t,
    fun x hx => (hd x hx).continuousAt.continuousWithinAt, fun x hx => ?_⟩
  have hx' := Ioo_subset_Icc_self hx
  refine ⟨(hd x hx').differentiableAt, ?_⟩
  rw [(hd x hx').deriv]
  linarith [hq x hx']
```

The proof of `exists_node` takes the same route. It assumes that there is no node, obtains the derivative of the quotient in `hd`, and passes `p / u` to `no_pole_free_riccati`. The bound `hq` is used in the final line. The node may lie at an end: \(\sin(kx)\) on \([0,\pi/k]\) vanishes only at the two ends.

Without either differential equation, \(u=1\) avoids a node. If `hp` is removed, take \(p=0\); if `hu` is removed, take \(q=k^2\) and \(p=-k^2x\). A smaller positive bound on \(q\) is not enough either: for \(0<k'<k\), the wave \(\cos(k'(x-c))\) has \(q=k'^2\) and no node on a centred interval whose length lies between \(\pi/k\) and \(\pi/k'\).

The derivatives are two-sided at every point of \([a,b]\), including the ends. This requires the functions to be defined slightly beyond the interval, and it excludes a potential step at a point where \(u\ne0\), since \(p\) has a kink there. For an idealised square well, the theorem can be applied to the interior solution, continued past the walls with the interior potential. In a radial problem with a Coulomb potential, the interval should start at some \(a>0\), because \(V\) diverges at the origin.

## A nonzero slope at every node

The last hypothesis, `hnt`, says that \(u\) and \(p\) never vanish together on \([a,b]\). Physically, the solution is not the zero function. For continuous \(q\), this condition follows from uniqueness of the initial-value problem when \(u\) is not identically zero; here it is assumed directly.

By hand it is used at the node \(x_0\). Since \(u(x_0)=0\), the difference quotient there is \(u(x)/(x-x_0)\), which tends to \(p(x_0)\). The slope is continuous, so \(p(x)\) also tends to \(p(x_0)\). As this common limit is nonzero,

\[
(x-x_0)\,\frac{p(x)}{u(x)}=\frac{p(x)}{u(x)/(x-x_0)}\longrightarrow\frac{p(x_0)}{p(x_0)}=1 .
\]

The log derivative therefore behaves as \(1/(x-x_0)\) near the node: a simple pole of residue one.

```lean
/-- Let `k > 0`, and let `u'' = -q u` with slope `p = u'` and `q ≥ k²` on an interval `[a, b]` of
length at least `π / k`, and let `u` and `p` never vanish together there. Then the log derivative
`p / u` has a simple pole of residue one at some node in `[a, b]`. -/
theorem exists_logDeriv_pole {k a b : ℝ} {u p q : ℝ → ℝ} (hk : 0 < k)
    (hab : Real.pi / k ≤ b - a)
    (hu : ∀ x ∈ Icc a b, HasDerivAt u (p x) x)
    (hp : ∀ x ∈ Icc a b, HasDerivAt p (-q x * u x) x)
    (hq : ∀ x ∈ Icc a b, k ^ 2 ≤ q x)
    (hnt : ∀ x ∈ Icc a b, u x = 0 → p x ≠ 0) :
    ∃ x₀ ∈ Icc a b, u x₀ = 0 ∧
      Tendsto (fun x => (x - x₀) * (p x / u x)) (𝓝[≠] x₀) (𝓝 1) := by
  obtain ⟨x₀, hx₀, h0⟩ := exists_node hk hab hu hp hq
  refine ⟨x₀, hx₀, h0, ?_⟩
  have hne := hnt x₀ hx₀ h0
  -- near the node, `u x / (x - x₀)` and `p x` have the same nonzero limit
  have hs : Tendsto (slope u x₀) (𝓝[≠] x₀) (𝓝 (p x₀)) :=
    hasDerivAt_iff_tendsto_slope.1 (hu x₀ hx₀)
  have hpt : Tendsto p (𝓝[≠] x₀) (𝓝 (p x₀)) :=
    (hp x₀ hx₀).continuousAt.tendsto.mono_left nhdsWithin_le_nhds
  have h := hpt.div hs hne
  rw [div_self hne] at h
  refine h.congr (fun x => ?_)
  show p x / slope u x₀ x = (x - x₀) * (p x / u x)
  rw [slope_def_field, h0, sub_zero, div_div_eq_mul_div]
  ring

end

end LogDerivativePoles
```

The theorem `exists_logDeriv_pole` takes its node from `exists_node`. In the proof, `hs` is the limit of the difference quotient and `hpt` that of the slope; `hpt.div hs hne` divides them, with `hne` supplying the nonzero denominator. The remaining lines rewrite the quotient in the form above.

The symbol `𝓝[≠] x₀` means that \(x\) approaches \(x_0\) without taking that value. This matters because Lean assigns the value zero to `p x₀ / u x₀` at the node, so the pole is visible only in the limit.

Without `hnt`, the functions \(u=p=0\) satisfy every other hypothesis with \(q=k^2\). Every point is then a node, but there is no log derivative to diverge. For a solution that meets the condition, the pole belongs to the variable \(y\): both \(u\) and \(p\) pass through the node smoothly.

```lean
#print axioms LogDerivativePoles.no_pole_free_riccati
#print axioms LogDerivativePoles.exists_pole_free_iff
#print axioms LogDerivativePoles.exists_logDeriv_pole
```

```
'LogDerivativePoles.no_pole_free_riccati' depends on axioms: [propext, Classical.choice, Quot.sound]
'LogDerivativePoles.exists_pole_free_iff' depends on axioms: [propext, Classical.choice, Quot.sound]
'LogDerivativePoles.exists_logDeriv_pole' depends on axioms: [propext, Classical.choice, Quot.sound]
```
